# For finite-pole polarizabilities with non-negative strengths, the tail of the Casimir–Polder frequency integral beyond a cutoff U is at most (Σf)(Σg)/(3U³), and U³ times the tail tends to (Σf)(Σg)/3

In atomic units, let two molecules have isotropic (orientation-averaged) dipole polarizabilities at imaginary frequency $iu$

$$A(u)=\sum_i \frac{f_i}{w_i^2+u^2},\qquad B(u)=\sum_j \frac{g_j}{v_j^2+u^2},$$

with finitely many terms, excitation frequencies $w_i,v_j>0$ and oscillator strengths $f_i,g_j\ge 0$. Write $F=\sum_i f_i$ and $G=\sum_j g_j$. For the exact non-relativistic electronic spectrum, continuum included, the Thomas–Reiche–Kuhn sum rule makes the total strength equal to the number of electrons; a finite set of poles need not obey it. The dispersion coefficient is $C_6=\frac{3}{\pi}\int_0^\infty A(u)B(u)\,du$, the coefficient in the orientation-averaged, non-retarded dispersion energy $-C_6/R^6$ of two ground-state molecules at large separation $R$.

If I stop the frequency integral at $U>0$, I lose the tail $T(U)=\int_U^\infty A(u)B(u)\,du$. Since each factor falls off as $1/u^2$, I expect $T(U)\le FG/(3U^3)$, with $U^3T(U)\to FG/3$ as $U\to\infty$. Can this be made rigorous and checked by machine, and does it give usable error bars on $C_6$?

## Two quartic envelopes around the integrand

Yes, and the same argument gives a lower bound on the lost part.

**Upper envelope.** For $u>0$ we have $w_i^2+u^2\ge u^2$. As $f_i\ge 0$, each term of $A$ is at most $f_i/u^2$, so $A(u)\le F/u^2$. Likewise $B(u)\le G/u^2$. Both factors are non-negative, hence $A(u)B(u)\le FG/u^4$.

**Lower envelope.** Write

$$u^2A(u)=\sum_i f_i\left(1-\frac{w_i^2}{w_i^2+u^2}\right).$$

No term decreases as $u$ grows, so for $u\ge U$ we get $A(u)\ge U^2A(U)/u^2$, and the same for $B$. Therefore $A(u)B(u)\ge U^4A(U)B(U)/u^4$.

**Integration.** For any constant $c$,

$$\int_U^\infty \frac{c}{u^4}\,du=\left[-\frac{c}{3u^3}\right]_U^\infty=\frac{c}{3U^3}.$$

The upper envelope makes $AB$ integrable on $(U,\infty)$, and the two envelopes together give

$$\frac{U\,A(U)B(U)}{3}\le T(U)\le\frac{FG}{3U^3}.$$

**Limit.** Multiplying by $U^3$,

$$\frac{\bigl(U^2A(U)\bigr)\bigl(U^2B(U)\bigr)}{3}\le U^3T(U)\le\frac{FG}{3}.$$

By the formula for $u^2A(u)$, $U^2A(U)\to F$, and similarly $U^2B(U)\to G$. The left side tends to $FG/3$, and so does $U^3T(U)$.

**Error in $C_6$.** With positive frequencies $AB$ is continuous on $[0,U]$, so the full integral splits at $U$. The error from stopping there is $\frac{3}{\pi}T(U)$, which lies between $U A(U)B(U)/\pi$ and $FG/(\pi U^3)$. For $F,G>0$ the ratio of the upper to the lower bound is $FG/\bigl(U^4A(U)B(U)\bigr)$, which is close to 1 only when $U$ lies well above the frequencies that carry most of the strength; for a lower cutoff the bounds still hold but are far apart.

## One oscillator on each molecule, cut off at U = 2

Take $A(u)=B(u)=1/(1+u^2)$ and $U=2$. Then $A(2)=1/5$, and the bounds are $2/75\approx0.0267$ and $1/24\approx0.0417$. The exact tail is

$$T(2)=\tfrac12\left(\arctan\tfrac12-\tfrac25\right)\approx0.0318.$$

Here $C_6=3/4$, and the truncation error is $\frac{3}{\pi}T(2)\approx0.0304$, about 4%.

## What the Lean theorems say

The finite types `ι` and `κ` label the oscillators of the two molecules. `polarizability f w u` is $A(u)$, `polarizability g v u` is $B(u)$, and `tail f w g v U` is $T(U)$, an integral over the open half-line `Ioi U`. `c6` and `c6Truncated` carry the prefactor $3/\pi$ and integrate over $(0,\infty)$ and $(0,U]$.

- `tail_bound_and_asymptotics` states integrability and the upper bound for every $U>0$, together with the limit. Integrability is stated separately because Lean assigns the value 0 to a non-integrable integral, which would satisfy the upper bound trivially.
- `tail_bounds` adds the lower bound.
- `c6_truncation_error` gives the two-sided bound on the error in $C_6$.

The hypotheses `hf` and `hg` say that the strengths are non-negative, as they are for a molecule in its ground state; an excited state has negative strengths for downward transitions. Positive frequencies, `hw` and `hv`, enter only in the $C_6$ theorem, where they keep the integrand finite at $u=0$. The sums may be empty, in which case both sides of each bound vanish.

The model has finitely many discrete poles and no continuum. For such a model the bounds control the error of a hard frequency cutoff in a $C_6$ calculation, but not the error of the quadrature rule used below it.

```lean
import Mathlib

open MeasureTheory Set Filter Topology

namespace ImaginaryFrequencyTail

noncomputable section

variable {ι κ : Type*} [Fintype ι] [Fintype κ]

/-- The polarizability at imaginary frequency `u`, with oscillator strengths `f i` and
excitation frequencies `w i`. -/
def polarizability (f w : ι → ℝ) (u : ℝ) : ℝ := ∑ i, f i / (w i ^ 2 + u ^ 2)

/-- The part of the Casimir–Polder frequency integral that lies beyond the cutoff `U`. -/
def tail (f w : ι → ℝ) (g v : κ → ℝ) (U : ℝ) : ℝ :=
  ∫ u in Ioi U, polarizability f w u * polarizability g v u

/-- The Casimir–Polder dispersion coefficient in atomic units. -/
def c6 (f w : ι → ℝ) (g v : κ → ℝ) : ℝ :=
  3 / Real.pi * ∫ u in Ioi (0 : ℝ), polarizability f w u * polarizability g v u

/-- The dispersion coefficient with the frequency integral stopped at `U`. -/
def c6Truncated (f w : ι → ℝ) (g v : κ → ℝ) (U : ℝ) : ℝ :=
  3 / Real.pi * ∫ u in Ioc 0 U, polarizability f w u * polarizability g v u

/-- A polarizability with non-negative oscillator strengths is non-negative. -/
theorem polarizability_nonneg {f : ι → ℝ} (hf : ∀ i, 0 ≤ f i) (w : ι → ℝ) (u : ℝ) :
    0 ≤ polarizability f w u :=
  Finset.sum_nonneg fun i _ => div_nonneg (hf i) (by positivity)

/-- For non-negative oscillator strengths and `u > 0`, the polarizability is at most the total
oscillator strength divided by `u ^ 2`. -/
theorem polarizability_le {f : ι → ℝ} (hf : ∀ i, 0 ≤ f i) (w : ι → ℝ) {u : ℝ} (hu : 0 < u) :
    polarizability f w u ≤ (∑ i, f i) / u ^ 2 := by
  unfold polarizability
  rw [Finset.sum_div]
  refine Finset.sum_le_sum fun i _ => ?_
  exact div_le_div_of_nonneg_left (hf i) (by positivity) (by nlinarith [sq_nonneg (w i)])

/-- For non-negative oscillator strengths, beyond a cutoff `U > 0` the polarizability is at least
its value at `U` scaled down by `U ^ 2 / u ^ 2`. -/
theorem le_polarizability {f : ι → ℝ} (hf : ∀ i, 0 ≤ f i) (w : ι → ℝ) {U u : ℝ}
    (hU : 0 < U) (hUu : U ≤ u) :
    U ^ 2 * polarizability f w U / u ^ 2 ≤ polarizability f w u := by
  have hu : 0 < u := hU.trans_le hUu
  have hsq : U ^ 2 ≤ u ^ 2 := pow_le_pow_left₀ hU.le hUu 2
  unfold polarizability
  rw [Finset.mul_sum, Finset.sum_div]
  refine Finset.sum_le_sum fun i _ => ?_
  have h1 : U ^ 2 * (f i / (w i ^ 2 + U ^ 2)) / u ^ 2
      = (f i * U ^ 2) / ((w i ^ 2 + U ^ 2) * u ^ 2) := by
    field_simp
  rw [h1, div_le_div_iff₀ (by positivity) (by positivity)]
  nlinarith [mul_nonneg (hf i) (mul_nonneg (sq_nonneg (w i)) (sub_nonneg.2 hsq))]

/-- The function `c / u ^ 4` is integrable beyond `U > 0`, with integral `c / (3 U ^ 3)`. -/
theorem integral_inverse_quartic (c : ℝ) {U : ℝ} (hU : 0 < U) :
    IntegrableOn (fun u : ℝ => c / u ^ 4) (Ioi U) ∧
      ∫ u in Ioi U, c / u ^ 4 = c / (3 * U ^ 3) := by
  have h4 : ∀ u ∈ Ioi U, c * u ^ (-4 : ℝ) = c / u ^ 4 := by
    intro u hu
    have hu0 : 0 < u := hU.trans hu
    have h : (4 : ℝ) = ((4 : ℕ) : ℝ) := by norm_num
    rw [Real.rpow_neg hu0.le, h, Real.rpow_natCast, div_eq_mul_inv]
  have h3 : U ^ (-4 + 1 : ℝ) = (U ^ 3)⁻¹ := by
    have h : (-4 + 1 : ℝ) = -((3 : ℕ) : ℝ) := by norm_num
    rw [h, Real.rpow_neg hU.le, Real.rpow_natCast]
  constructor
  · have hi := (integrableOn_Ioi_rpow_of_lt (by norm_num : (-4 : ℝ) < -1) hU).const_mul c
    exact IntegrableOn.congr_fun hi h4 measurableSet_Ioi
  · rw [← setIntegral_congr_fun measurableSet_Ioi h4, integral_const_mul,
      integral_Ioi_rpow_of_lt (by norm_num : (-4 : ℝ) < -1) hU, h3]
    field_simp
    norm_num

/-- For non-negative oscillator strengths and `u > 0`, the product of two polarizabilities is at
most the product of the total oscillator strengths divided by `u ^ 4`. -/
theorem product_le {f : ι → ℝ} {g : κ → ℝ} (hf : ∀ i, 0 ≤ f i) (hg : ∀ j, 0 ≤ g j)
    (w : ι → ℝ) (v : κ → ℝ) {u : ℝ} (hu : 0 < u) :
    polarizability f w u * polarizability g v u ≤ (∑ i, f i) * (∑ j, g j) / u ^ 4 := by
  have hF : 0 ≤ ∑ i, f i := Finset.sum_nonneg fun i _ => hf i
  calc polarizability f w u * polarizability g v u
      ≤ ((∑ i, f i) / u ^ 2) * ((∑ j, g j) / u ^ 2) :=
        mul_le_mul (polarizability_le hf w hu) (polarizability_le hg v hu)
          (polarizability_nonneg hg v u) (by positivity)
    _ = (∑ i, f i) * (∑ j, g j) / u ^ 4 := by
        rw [div_mul_div_comm]
        congr 1
        ring

/-- For non-negative oscillator strengths, the Casimir–Polder integrand is integrable beyond every
cutoff `U > 0`. Its tail is at least `U / 3` times the product of the polarizabilities at `U`, and
at most `(∑ f) (∑ g) / (3 U ^ 3)`. -/
theorem tail_bounds {f : ι → ℝ} {g : κ → ℝ} (hf : ∀ i, 0 ≤ f i) (hg : ∀ j, 0 ≤ g j)
    (w : ι → ℝ) (v : κ → ℝ) {U : ℝ} (hU : 0 < U) :
    IntegrableOn (fun u => polarizability f w u * polarizability g v u) (Ioi U) ∧
      U * polarizability f w U * polarizability g v U / 3 ≤ tail f w g v U ∧
      tail f w g v U ≤ (∑ i, f i) * (∑ j, g j) / (3 * U ^ 3) := by
  obtain ⟨hi, hv⟩ := integral_inverse_quartic ((∑ i, f i) * (∑ j, g j)) hU
  have hm : Measurable fun u => polarizability f w u * polarizability g v u := by
    unfold polarizability
    fun_prop
  -- the quartic envelope dominates the integrand
  have hint : IntegrableOn (fun u => polarizability f w u * polarizability g v u) (Ioi U) := by
    refine Integrable.mono' hi hm.aestronglyMeasurable ?_
    refine (ae_restrict_iff' measurableSet_Ioi).2 (Eventually.of_forall fun u hu => ?_)
    rw [Real.norm_of_nonneg
      (mul_nonneg (polarizability_nonneg hf w u) (polarizability_nonneg hg v u))]
    exact product_le hf hg w v (hU.trans hu)
  refine ⟨hint, ?_, ?_⟩
  · obtain ⟨hi', hv'⟩ := integral_inverse_quartic
      ((U ^ 2 * polarizability f w U) * (U ^ 2 * polarizability g v U)) hU
    have hA := polarizability_nonneg hf w U
    have hB := polarizability_nonneg hg v U
    calc U * polarizability f w U * polarizability g v U / 3
        = ∫ u in Ioi U,
            (U ^ 2 * polarizability f w U) * (U ^ 2 * polarizability g v U) / u ^ 4 := by
          rw [hv']
          field_simp
      _ ≤ tail f w g v U := by
          refine setIntegral_mono_on hi' hint measurableSet_Ioi fun u hu => ?_
          have h := mul_le_mul (le_polarizability hf w hU (le_of_lt hu))
            (le_polarizability hg v hU (le_of_lt hu)) (by positivity)
            (polarizability_nonneg hf w u)
          rw [div_mul_div_comm, ← pow_add] at h
          exact h
  · rw [← hv]
    exact setIntegral_mono_on hint hi measurableSet_Ioi
      fun u hu => product_le hf hg w v (hU.trans hu)

/-- At high imaginary frequency, `U ^ 2` times the polarizability tends to the total
oscillator strength. -/
theorem tendsto_sq_mul_polarizability (f w : ι → ℝ) :
    Tendsto (fun U : ℝ => U ^ 2 * polarizability f w U) atTop (𝓝 (∑ i, f i)) := by
  unfold polarizability
  simp_rw [Finset.mul_sum]
  refine tendsto_finsetSum _ fun i _ => ?_
  have hden : Tendsto (fun U : ℝ => w i ^ 2 + U ^ 2) atTop atTop :=
    tendsto_atTop_add_const_left _ _ (tendsto_pow_atTop two_ne_zero)
  have h : Tendsto (fun U : ℝ => f i - f i * w i ^ 2 / (w i ^ 2 + U ^ 2)) atTop
      (𝓝 (f i - 0)) := tendsto_const_nhds.sub (hden.const_div_atTop _)
  rw [sub_zero] at h
  refine h.congr' ?_
  filter_upwards [eventually_gt_atTop 0] with U hU
  have hne : w i ^ 2 + U ^ 2 ≠ 0 := by positivity
  field_simp
  ring

/-- For non-negative oscillator strengths, the tail beyond any cutoff `U > 0` is a convergent
integral with value at most `(∑ f) (∑ g) / (3 U ^ 3)`, and `U ^ 3` times the tail tends to `(∑ f) (∑
g) / 3`. -/
theorem tail_bound_and_asymptotics {f : ι → ℝ} {g : κ → ℝ} (hf : ∀ i, 0 ≤ f i)
    (hg : ∀ j, 0 ≤ g j) (w : ι → ℝ) (v : κ → ℝ) :
    (∀ U : ℝ, 0 < U →
      IntegrableOn (fun u => polarizability f w u * polarizability g v u) (Ioi U) ∧
      tail f w g v U ≤ (∑ i, f i) * (∑ j, g j) / (3 * U ^ 3)) ∧
    Tendsto (fun U : ℝ => U ^ 3 * tail f w g v U) atTop
      (𝓝 ((∑ i, f i) * (∑ j, g j) / 3)) := by
  refine ⟨fun U hU => ⟨(tail_bounds hf hg w v hU).1, (tail_bounds hf hg w v hU).2.2⟩, ?_⟩
  -- squeeze between the two bounds, multiplied by the cube of the cutoff
  refine tendsto_of_tendsto_of_tendsto_of_le_of_le'
    (((tendsto_sq_mul_polarizability f w).mul (tendsto_sq_mul_polarizability g v)).div_const 3)
    tendsto_const_nhds ?_ ?_
  · filter_upwards [eventually_gt_atTop 0] with U hU
    have h := mul_le_mul_of_nonneg_left (tail_bounds hf hg w v hU).2.1 (pow_pos hU 3).le
    linarith
  · filter_upwards [eventually_gt_atTop 0] with U hU
    have h := (tail_bounds hf hg w v hU).2.2
    rw [le_div_iff₀ (by positivity)] at h
    linarith

/-- For non-negative oscillator strengths, positive excitation frequencies and a cutoff `U > 0`, the
error in the dispersion coefficient from stopping the frequency integral at `U` lies between two
explicit bounds. -/
theorem c6_truncation_error {f w : ι → ℝ} {g v : κ → ℝ} (hf : ∀ i, 0 ≤ f i)
    (hg : ∀ j, 0 ≤ g j) (hw : ∀ i, 0 < w i) (hv : ∀ j, 0 < v j) {U : ℝ} (hU : 0 < U) :
    U * polarizability f w U * polarizability g v U / Real.pi
        ≤ c6 f w g v - c6Truncated f w g v U ∧
      c6 f w g v - c6Truncated f w g v U
        ≤ (∑ i, f i) * (∑ j, g j) / (Real.pi * U ^ 3) := by
  obtain ⟨hint, hlo, hhi⟩ := tail_bounds hf hg w v hU
  have hcA : Continuous (polarizability f w) :=
    continuous_finsetSum _ fun i _ => continuous_const.div (by fun_prop)
      fun u => by have := hw i; positivity
  have hcB : Continuous (polarizability g v) :=
    continuous_finsetSum _ fun j _ => continuous_const.div (by fun_prop)
      fun u => by have := hv j; positivity
  -- the full integral splits at the cutoff
  have hlow : IntegrableOn (fun u => polarizability f w u * polarizability g v u) (Ioc 0 U) :=
    (hcA.mul hcB).integrableOn_Ioc
  have hsplit : c6 f w g v - c6Truncated f w g v U = 3 / Real.pi * tail f w g v U := by
    unfold c6 c6Truncated tail
    rw [← Ioc_union_Ioi_eq_Ioi hU.le, setIntegral_union (Ioc_disjoint_Ioi le_rfl)
      measurableSet_Ioi hlow hint]
    ring
  have hpi := Real.pi_pos
  have hc : 0 ≤ 3 / Real.pi := by positivity
  rw [hsplit]
  constructor
  · calc U * polarizability f w U * polarizability g v U / Real.pi
        = 3 / Real.pi * (U * polarizability f w U * polarizability g v U / 3) := by ring
      _ ≤ _ := mul_le_mul_of_nonneg_left hlo hc
  · calc 3 / Real.pi * tail f w g v U
        ≤ 3 / Real.pi * ((∑ i, f i) * (∑ j, g j) / (3 * U ^ 3)) :=
          mul_le_mul_of_nonneg_left hhi hc
      _ = _ := by field_simp

end

end ImaginaryFrequencyTail
```

```lean
#print axioms ImaginaryFrequencyTail.tail_bounds
-- 'ImaginaryFrequencyTail.tail_bounds' depends on axioms: [propext, Classical.choice, Quot.sound]
#print axioms ImaginaryFrequencyTail.tail_bound_and_asymptotics
-- 'ImaginaryFrequencyTail.tail_bound_and_asymptotics' depends on axioms: [propext, Classical.choice, Quot.sound]
#print axioms ImaginaryFrequencyTail.c6_truncation_error
-- 'ImaginaryFrequencyTail.c6_truncation_error' depends on axioms: [propext, Classical.choice, Quot.sound]
```

## How the proof follows the envelopes

`polarizability_le` is the upper envelope, proved term by term by comparing denominators. `le_polarizability` is the lower one: after cross-multiplication, each term reduces to $f_iw_i^2(u^2-U^2)\ge0$, which is the fact handed to `nlinarith`.

`integral_inverse_quartic` evaluates the integral of $c/u^4$ from Mathlib's result for real powers; most of its text translates between real and natural exponents. `product_le` multiplies the two upper envelopes, using `polarizability_nonneg` for the signs.

In `tail_bounds`, `Integrable.mono'` obtains integrability from the dominating function $FG/u^4$. Two uses of `setIntegral_mono_on` then integrate the pointwise inequalities, one for each side.

`tendsto_sq_mul_polarizability` rewrites each term of $U^2A(U)$ as $f_i-f_iw_i^2/(w_i^2+U^2)$ and lets the fraction vanish. The main theorem multiplies both bounds by $U^3$ and applies the squeeze theorem. Finally, `c6_truncation_error` proves continuity from the positive frequencies, splits the integral at $U$ in `hsplit`, and scales the tail bounds by $3/\pi$.

## Three molecules and the fifth power

The same envelopes work for the triple-dipole coefficient $C_9=\frac{3}{\pi}\int_0^\infty A(u)B(u)D(u)\,du$, where $D$ is a third polarizability of the same form with total strength $H$. The integrand now lies between multiples of $1/u^6$, so the part of the integral beyond $U$, before the factor $3/\pi$ is applied, lies between $U A(U)B(U)D(U)/5$ and $FGH/(5U^5)$. This three-body version is derived by hand only and is not proved in the Lean code above.
